# One-electron matrix elements between nonorthogonal determinants as cofactor sums

For \(N\ge 1\) electrons with orbitals \(u_i, v_j\in\mathbb C^d\) and any \(d\times d\) matrix \(h\), the matrix element of \(\sum_k h(k)\) between the antisymmetrised products \(D_u\) and \(D_v\), each with prefactor \(1/\sqrt{N!}\), is the sum over \(i,j\) of \(\langle u_i,h v_j\rangle\) times the \((i,j)\) cofactor of the overlap matrix \(S_{ij}=\langle u_i,v_j\rangle\). The orbitals need not be orthogonal or normalised.

In Lean 4 with Mathlib:

```lean
import Mathlib

open Matrix

namespace NonorthogonalDeterminants

noncomputable section

variable {N d : ℕ}

/-- The scalar product of two complex functions on a finite set, conjugate-linear on the left. -/
def braket {X : Type*} [Fintype X] (f g : X → ℂ) : ℂ := ∑ x, star (f x) * g x

/-- The prefactor `1/√(N!)`. -/
def normFactor (N : ℕ) : ℂ := ((√(N.factorial : ℝ) : ℝ) : ℂ)⁻¹

/-- The antisymmetrised product of the orbitals `v 0, …, v (N-1)`, with prefactor `1/√(N!)`. -/
def slater (v : Fin N → Fin d → ℂ) (x : Fin N → Fin d) : ℂ :=
  normFactor N * ∑ σ : Equiv.Perm (Fin N),
    ((Equiv.Perm.sign σ : ℤ) : ℂ) * ∏ k, v (σ k) (x k)

/-- The operator `h(k)`: the one-electron operator `h` acting on the coordinate of electron `k`. -/
def actOn (h : Matrix (Fin d) (Fin d) ℂ) (k : Fin N) (Ψ : (Fin N → Fin d) → ℂ) :
    (Fin N → Fin d) → ℂ :=
  fun x => ∑ y, h (x k) y * Ψ (Function.update x k y)

/-- The matrix of orbital overlaps `⟨u i, v j⟩`. -/
def overlap (u v : Fin N → Fin d → ℂ) : Matrix (Fin N) (Fin N) ℂ :=
  Matrix.of fun i j => braket (u i) (v j)

/-- The `(i, j)` cofactor: the signed determinant left after deleting row `i` and column `j`. -/
def cofactor {n : ℕ} (A : Matrix (Fin (n + 1)) (Fin (n + 1)) ℂ) (i j : Fin (n + 1)) : ℂ :=
  (-1) ^ (i + j : ℕ) * (A.submatrix i.succAbove j.succAbove).det

/-- The matrix of orbital values `v i (x k)`. -/
def orbitalMatrix (v : Fin N → Fin d → ℂ) (x : Fin N → Fin d) : Matrix (Fin N) (Fin N) ℂ :=
  Matrix.of fun i k => v i (x k)

/-- A determinant with column `j` replaced by `b`, expanded along that column. -/
lemma det_updateCol_expand (A : Matrix (Fin N) (Fin N) ℂ) (j : Fin N) (b : Fin N → ℂ) :
    (A.updateCol j b).det = ∑ i, b i * A.adjugate j i := by
  rw [← Matrix.cramer_apply, Matrix.cramer_eq_adjugate_mulVec]
  simp only [Matrix.mulVec, dotProduct]
  exact Finset.sum_congr rfl fun i _ => mul_comm (A.adjugate j i) (b i)

/-- A determinant with row `i` replaced by `b`, expanded along that row. -/
lemma det_updateRow_expand (A : Matrix (Fin N) (Fin N) ℂ) (i : Fin N) (b : Fin N → ℂ) :
    (A.updateRow i b).det = ∑ j, b j * A.adjugate j i := by
  rw [← Matrix.cramer_transpose_apply, Matrix.cramer_eq_adjugate_mulVec,
    ← Matrix.adjugate_transpose]
  simp only [Matrix.mulVec, dotProduct, Matrix.transpose_apply]
  exact Finset.sum_congr rfl fun j _ => mul_comm (A.adjugate j i) (b j)

/-- The overlap of two antisymmetrised products is the determinant of the orbital overlaps. -/
theorem braket_slater (u w : Fin N → Fin d → ℂ) :
    braket (slater u) (slater w) = (overlap u w).det := by
  -- the sum over all coordinates factorises into one-electron overlaps
  have key : ∀ σ τ : Equiv.Perm (Fin N), ∑ x : Fin N → Fin d,
      ((∏ k, star (u (σ k) (x k))) * ∏ k, w (τ k) (x k))
        = ∏ k, overlap u w (σ k) (τ k) := by
    intro σ τ
    simp only [overlap, Matrix.of_apply, braket, ← Finset.prod_mul_distrib]
    rw [Finset.prod_univ_sum, Fintype.piFinset_univ]
  have rows : ∀ σ : Equiv.Perm (Fin N), ∑ τ : Equiv.Perm (Fin N),
      ((Equiv.Perm.sign τ : ℤ) : ℂ) * ∏ k, overlap u w (σ k) (τ k)
        = ((Equiv.Perm.sign σ : ℤ) : ℂ) * (overlap u w).det := by
    intro σ
    calc _ = (((overlap u w).submatrix σ id)ᵀ).det := (Matrix.det_apply' _).symm
      _ = _ := by rw [Matrix.det_transpose, Matrix.det_permute]
  have hs : ∀ x, star (slater u x) = normFactor N * ∑ σ : Equiv.Perm (Fin N),
      ((Equiv.Perm.sign σ : ℤ) : ℂ) * ∏ k, star (u (σ k) (x k)) := by
    intro x
    simp [slater, normFactor]
  have step : ∀ x, star (slater u x) * slater w x
      = ∑ σ : Equiv.Perm (Fin N), ∑ τ : Equiv.Perm (Fin N), (normFactor N * normFactor N) *
        (((Equiv.Perm.sign σ : ℤ) : ℂ) * (((Equiv.Perm.sign τ : ℤ) : ℂ) *
          ((∏ k, star (u (σ k) (x k))) * ∏ k, w (τ k) (x k)))) := by
    intro x
    rw [hs x, slater, mul_mul_mul_comm, Finset.sum_mul_sum, Finset.mul_sum]
    refine Finset.sum_congr rfl fun σ _ => ?_
    rw [Finset.mul_sum]
    exact Finset.sum_congr rfl fun τ _ => by ring
  -- each of the N! permutations on the left contributes the same determinant
  have each : ∀ σ : Equiv.Perm (Fin N), ∑ x : Fin N → Fin d, ∑ τ : Equiv.Perm (Fin N),
      (normFactor N * normFactor N) *
        (((Equiv.Perm.sign σ : ℤ) : ℂ) * (((Equiv.Perm.sign τ : ℤ) : ℂ) *
          ((∏ k, star (u (σ k) (x k))) * ∏ k, w (τ k) (x k))))
      = normFactor N * normFactor N * (overlap u w).det := by
    intro σ
    have hε : ((Equiv.Perm.sign σ : ℤ) : ℂ) * ((Equiv.Perm.sign σ : ℤ) : ℂ) = 1 := by
      rcases Int.units_eq_one_or (Equiv.Perm.sign σ) with h | h <;> simp [h]
    rw [Finset.sum_comm]
    simp only [← Finset.mul_sum, key, rows]
    linear_combination (normFactor N * normFactor N * (overlap u w).det) * hε
  have hc : normFactor N * normFactor N * (N.factorial : ℂ) = 1 := by
    have h : ((√(N.factorial : ℝ) : ℝ) : ℂ) * ((√(N.factorial : ℝ) : ℝ) : ℂ)
        = (N.factorial : ℂ) := by
      rw [← Complex.ofReal_mul, Real.mul_self_sqrt (by positivity)]
      simp
    have h0 : (N.factorial : ℂ) ≠ 0 := by exact_mod_cast N.factorial_ne_zero
    rw [normFactor, ← mul_inv, h, inv_mul_cancel₀ h0]
  rw [braket, Finset.sum_congr rfl fun x _ => step x, Finset.sum_comm,
    Finset.sum_congr rfl fun σ _ => each σ, Finset.sum_const, Finset.card_univ,
    Fintype.card_perm, Fintype.card_fin, nsmul_eq_mul]
  linear_combination (overlap u w).det * hc

/-- A sum of one-electron operators acts on an antisymmetrised product by replacing
one orbital `v j` at a time by `h v j`. -/
theorem oneBody_slater (h : Matrix (Fin d) (Fin d) ℂ) (v : Fin N → Fin d → ℂ) :
    ∑ k, actOn h k (slater v) = ∑ j, slater (Function.update v j (h *ᵥ v j)) := by
  have hdet : ∀ (w : Fin N → Fin d → ℂ) x,
      slater w x = normFactor N * (orbitalMatrix w x).det := by
    intro w x
    rw [Matrix.det_apply']
    rfl
  funext x
  have hcol : ∀ k y, orbitalMatrix v (Function.update x k y)
      = (orbitalMatrix v x).updateCol k (fun i => v i y) := by
    intro k y
    ext i l
    by_cases hl : l = k <;>
      simp [orbitalMatrix, Function.update_apply, hl]
  have hrow : ∀ j (w : Fin d → ℂ), orbitalMatrix (Function.update v j w) x
      = (orbitalMatrix v x).updateRow j (fun k => w (x k)) := by
    intro j w
    ext i l
    by_cases hi : i = j <;>
      simp [orbitalMatrix, Matrix.updateRow_apply, Function.update_apply, hi]
  -- expand the left side along columns (electrons), the right side along rows (orbitals)
  have left : ∀ k, actOn h k (slater v) x = ∑ i, normFactor N *
      ((h *ᵥ v i) (x k) * (orbitalMatrix v x).adjugate k i) := by
    intro k
    simp only [actOn, hdet, hcol, det_updateCol_expand, Matrix.mulVec, dotProduct,
      Finset.mul_sum, Finset.sum_mul]
    rw [Finset.sum_comm]
    exact Finset.sum_congr rfl fun i _ => Finset.sum_congr rfl fun y _ => by ring
  rw [Finset.sum_apply, Finset.sum_apply, Finset.sum_congr rfl fun k _ => left k,
    Finset.sum_comm]
  refine Finset.sum_congr rfl fun j _ => ?_
  rw [hdet, hrow, det_updateRow_expand, Finset.mul_sum]

/-- The one-electron matrix element for any number of electrons, written with the adjugate
of the overlap matrix. -/
theorem oneBody_element_adjugate (h : Matrix (Fin d) (Fin d) ℂ) (u v : Fin N → Fin d → ℂ) :
    braket (slater u) (∑ k, actOn h k (slater v))
      = ∑ i, ∑ j, braket (u i) (h *ᵥ v j) * (overlap u v).adjugate j i := by
  have hsum : ∀ (f : (Fin N → Fin d) → ℂ) (g : Fin N → (Fin N → Fin d) → ℂ),
      braket f (∑ j, g j) = ∑ j, braket f (g j) := by
    intro f g
    simp only [braket, Finset.sum_apply, Finset.mul_sum]
    exact Finset.sum_comm
  -- replacing one orbital changes one column of the overlap matrix
  have hcol : ∀ j (w : Fin d → ℂ), overlap u (Function.update v j w)
      = (overlap u v).updateCol j (fun i => braket (u i) w) := by
    intro j w
    ext i l
    by_cases hl : l = j <;>
      simp [overlap, Function.update_apply, hl]
  rw [oneBody_slater, hsum]
  simp only [braket_slater, hcol, det_updateCol_expand]
  exact Finset.sum_comm

/-- The matrix element of a sum of one-electron operators between two determinants of
arbitrary orbitals is the sum of `⟨u i, h v j⟩` times the `(i, j)` cofactor of the overlaps. -/
theorem oneBody_element {n : ℕ} (h : Matrix (Fin d) (Fin d) ℂ)
    (u v : Fin (n + 1) → Fin d → ℂ) :
    braket (slater u) (∑ k, actOn h k (slater v))
      = ∑ i, ∑ j, braket (u i) (h *ᵥ v j) * cofactor (overlap u v) i j := by
  rw [oneBody_element_adjugate]
  refine Finset.sum_congr rfl fun i _ => Finset.sum_congr rfl fun j _ => ?_
  rw [Matrix.adjugate_fin_succ_eq_det_submatrix, cofactor]

/-- For a nonsingular overlap matrix `S`, the matrix element is `det S` times the trace of
the matrix `⟨u i, h v j⟩` multiplied by the inverse of `S`. -/
theorem oneBody_element_of_det_ne_zero (h : Matrix (Fin d) (Fin d) ℂ)
    (u v : Fin N → Fin d → ℂ) (hS : (overlap u v).det ≠ 0) :
    braket (slater u) (∑ k, actOn h k (slater v))
      = (overlap u v).det *
        (overlap u (fun j => h *ᵥ v j) * (overlap u v)⁻¹).trace := by
  have hadj : (overlap u v).adjugate = (overlap u v).det • (overlap u v)⁻¹ := by
    rw [Matrix.inv_def, Ring.inverse_eq_inv', smul_smul, mul_inv_cancel₀ hS, one_smul]
  rw [oneBody_element_adjugate, hadj]
  simp only [Matrix.trace, Matrix.diag_apply, Matrix.mul_apply, Finset.mul_sum,
    Matrix.smul_apply, smul_eq_mul]
  refine Finset.sum_congr rfl fun i _ => Finset.sum_congr rfl fun j _ => ?_
  simp only [overlap, Matrix.of_apply]
  ring

/-- For paired orbitals, `⟨u i, v j⟩ = 0` when `i ≠ j` and `⟨u i, v i⟩ = s i`, the matrix element is
the sum over `i` of `⟨u i, h v i⟩` times the product of the overlaps of all other pairs. -/
theorem oneBody_element_paired (h : Matrix (Fin d) (Fin d) ℂ) (u v : Fin N → Fin d → ℂ)
    (s : Fin N → ℂ) (hS : overlap u v = Matrix.diagonal s) :
    braket (slater u) (∑ k, actOn h k (slater v))
      = ∑ i, braket (u i) (h *ᵥ v i) * ∏ j ∈ Finset.univ.erase i, s j := by
  rw [oneBody_element_adjugate, hS, Matrix.adjugate_diagonal]
  refine Finset.sum_congr rfl fun i _ => ?_
  rw [Finset.sum_eq_single i]
  · rw [Matrix.diagonal_apply_eq]
  · intro j _ hj
    rw [Matrix.diagonal_apply_ne _ hj, mul_zero]
  · intro hi
    exact absurd (Finset.mem_univ i) hi

/-- Two pairs of orbitals in `ℂ³` that are paired with overlaps `1` and `0`. -/
theorem oneBody_element_paired_witness :
    overlap (![![1, 0, 0], ![0, 1, 0]] : Fin 2 → Fin 3 → ℂ) ![![1, 0, 1], ![0, 0, 1]]
      = Matrix.diagonal ![1, 0] := by
  ext i j
  fin_cases i <;> fin_cases j <;> simp [overlap, braket, Fin.sum_univ_succ]

end

end NonorthogonalDeterminants
```

```lean
#print axioms NonorthogonalDeterminants.oneBody_element
#print axioms NonorthogonalDeterminants.oneBody_element_of_det_ne_zero
#print axioms NonorthogonalDeterminants.oneBody_element_paired
```

```
'NonorthogonalDeterminants.oneBody_element' depends on axioms: [propext, Classical.choice, Quot.sound]
'NonorthogonalDeterminants.oneBody_element_of_det_ne_zero' depends on axioms: [propext, Classical.choice, Quot.sound]
'NonorthogonalDeterminants.oneBody_element_paired' depends on axioms: [propext, Classical.choice, Quot.sound]
```

## Determinants over a finite spin-orbital basis

The theorem `oneBody_element` states

\[
\Big\langle D_u,\sum_k h(k)\,D_v\Big\rangle=\sum_{i,j}\langle u_i,h v_j\rangle\,C_{ij},
\qquad C_{ij}=(-1)^{i+j}\det S^{(ij)},
\]

where \(S^{(ij)}\) is \(S\) without row \(i\) and column \(j\). Indices start at 0, and the electron number is written `n + 1` so that a row and a column can be deleted. For one electron the remaining determinant is empty and equals 1, which leaves \(\langle u_0,h v_0\rangle\).

The type `Fin d` labels an orthonormal basis of one-electron states, spin included. An orbital is its vector of \(d\) components, and an \(N\)-electron wavefunction is a complex function of \(x=(x_0,\dots,x_{N-1})\), with one label per electron. The scalar product `braket` is conjugate-linear on the left, and `slater v` is

\[
D_v(x)=\frac1{\sqrt{N!}}\sum_\sigma \operatorname{sgn}(\sigma)\prod_k v_{\sigma(k)}(x_k).
\]

The operator \(h(k)\), written `actOn h k`, applies \(h\) to the coordinate of electron \(k\) only; \(h\) need not be Hermitian.

The prefactor gives \(D_v\) unit norm when its orbitals are orthonormal. In general \(\langle D_v,D_v\rangle=\det\langle v_i,v_j\rangle\), so an element between normalised states, when both norms are nonzero, is the one above divided by the square roots of the two norm determinants.

In nonorthogonal configuration interaction and valence-bond work, the formula supplies the one-electron part of the Hamiltonian and one-electron properties, here for a finite orthonormal basis and without the electron repulsion. To apply the theorem as stated to orbitals given in a nonorthogonal atomic-orbital basis, convert both their coefficients and the matrix of \(h\) to an orthonormal basis. Alternatively, keep the original basis functions \(\chi_\mu\) and use the same cofactor formula with \(S_{ij}=a_i^\dagger G\,b_j\) and with \(a_i^\dagger K\,b_j\) for \(\langle u_i,h v_j\rangle\). Here \(a_i\) and \(b_j\) are the coefficient columns of \(u_i\) and \(v_j\), \(G_{\mu\nu}=\langle\chi_\mu,\chi_\nu\rangle\) and \(K_{\mu\nu}=\langle\chi_\mu,h\chi_\nu\rangle\).

## The overlap of two products is \(\det S\)

Let \(w_j\) be any second set of orbitals, and let \(S_{ij}=\langle u_i,w_j\rangle\) for the moment. Multiplying out both products and summing over each coordinate separately gives

\[
\langle D_u,D_w\rangle=\frac1{N!}\sum_{\sigma,\tau}\operatorname{sgn}(\sigma)\operatorname{sgn}(\tau)\prod_k S_{\sigma(k)\tau(k)}.
\]

For fixed \(\sigma\), the sum over \(\tau\) is the determinant of \(S\) with its rows permuted by \(\sigma\), which is \(\operatorname{sgn}(\sigma)\det S\). The two signs cancel, each of the \(N!\) permutations \(\sigma\) contributes \(\det S\), and the prefactor removes the \(N!\).

This is `braket_slater`. Its step `key` factorises the coordinate sum, `rows` evaluates the sum over \(\tau\), `each` cancels the signs, and `hc` is the identity \((1/\sqrt{N!})^2\,N!=1\).

## A one-electron operator replaces one orbital at a time

Let \(M_{ik}=v_i(x_k)\), so that \(D_v(x)=\det M/\sqrt{N!}\), and let \(c_{ik}\) be the cofactors of \(M\). Changing \(x_k\) to \(y\) changes only column \(k\) of \(M\), whose entries become \(v_i(y)\). Expanding along that column gives

\[
(h(k)D_v)(x)=\frac1{\sqrt{N!}}\sum_y h_{x_k y}\sum_i v_i(y)\,c_{ik}
=\frac1{\sqrt{N!}}\sum_i (h v_i)(x_k)\,c_{ik}.
\]

Now sum over \(k\) and hold \(i\) fixed. The sum \(\sum_k (h v_i)(x_k)\,c_{ik}\) is the expansion, along row \(i\), of the determinant in which that row has been replaced by the values of \(h v_i\). Renaming \(i\) as \(j\),

\[
\sum_k h(k)D_v=\sum_j D_{v[j\to h v_j]},
\]

where \(v[j\to h v_j]\) is the orbital list with \(v_j\) replaced by \(h v_j\).

The theorem `oneBody_slater` follows this route. The facts `hcol` and `hrow` identify the changed column and row, while `det_updateCol_expand` and `det_updateRow_expand` supply the two expansions. They are written with the adjugate, the transposed matrix of cofactors, which explains the reversed indices in `adjugate k i`.

## From a replaced orbital to a cofactor of \(S\)

Return to \(S_{ij}=\langle u_i,v_j\rangle\). The scalar product is additive on the right, so the matrix element is \(\sum_j\langle D_u,D_{v[j\to h v_j]}\rangle\). By the overlap formula, each term is the determinant of \(S\) with column \(j\) replaced by the numbers \(\langle u_i,h v_j\rangle\). Expanding along that column gives

\[
\Big\langle D_u,\sum_k h(k)D_v\Big\rangle=\sum_j\sum_i\langle u_i,h v_j\rangle\,C_{ij}.
\]

The theorem `oneBody_element_adjugate` carries this out for every \(N\), including zero, where both sides vanish. `oneBody_element` then rewrites the adjugate entries as explicit signed minors.

## Nonsingular and paired overlaps

If \(\det S\neq0\), then \(C_{ij}=\det S\,(S^{-1})_{ji}\). With \(H_{ij}=\langle u_i,h v_j\rangle\), the element becomes \(\det S\,\operatorname{tr}(HS^{-1})\), which is `oneBody_element_of_det_ne_zero`.

The cofactor formula also holds when \(S\) is singular. For paired orbitals, \(S_{ij}=s_i\delta_{ij}\), the off-diagonal cofactors vanish and `oneBody_element_paired` gives

\[
\Big\langle D_u,\sum_k h(k)D_v\Big\rangle=\sum_i\langle u_i,h v_i\rangle\prod_{j\ne i}s_j .
\]

If exactly one \(s_p\) is zero, only the term \(i=p\) can survive; if two or more are zero, the element vanishes. The pairing is a hypothesis of the theorem, and the orbital rotations that would bring two given sets into this form are not constructed.

The example `oneBody_element_paired_witness` has two pairs in \(\mathbb C^3\) with overlaps 1 and 0. There \(v_0=(1,0,1)\) has length \(\sqrt2\), so normalising it would change the first overlap to \(1/\sqrt2\). With the vectors as given, the paired formula reduces to \(\langle u_1,h v_1\rangle=h_{12}\), which can be nonzero although the two determinants are orthogonal.
